# Splitting $-V^\dagger M^{-1}V$ into effective Hamiltonian and effective decay, for Hermitian $H$ and invertible $M$

When decaying excited levels are eliminated from a weakly driven system, the lower levels are left with a non-Hermitian operator $A$. The flow $\dot\rho=-i(A\rho-\rho A^\dagger)$ of their density matrix $\rho$ loses trace at the rate $\operatorname{tr}\big(i(A-A^\dagger)\rho\big)$, which vanishes for states that are dark to the decay. A recycling term $\sum_a J_a\rho J_a^\dagger$ with jump operators $J_a$ restores it for all $\rho$ only if $\sum_a J_a^\dagger J_a$ equals $i(A-A^\dagger)$; mismatched jumps create or destroy probability for some $\rho$.

## Level shift and loss rate from one inverse

Take $\hbar=1$. Let $H$ be the Hermitian $n\times n$ Hamiltonian of the excited levels (detunings in a rotating frame), $L_a$ finitely many $m\times n$ jump operators out of them, and $V$ the $n\times k$ coupling from $k$ lower levels. Put $D=\sum_a L_a^\dagger L_a$ and $M=H-\tfrac i2D$, assume $M$ invertible (no excited state is both exactly resonant and undamped), and write $N=M^{-1}$, $A=-V^\dagger NV$. With
$$K=-\tfrac12V^\dagger(N+N^\dagger)V,\qquad J_a=L_aNV,\qquad G=\sum_aJ_a^\dagger J_a,$$
the claim is $A=K-\tfrac i2G$.

Since $H$ and $D$ are Hermitian, $M^\dagger=H+\tfrac i2D$, so $M^\dagger-M=iD$. From $MN=1$ and its adjoint $N^\dagger M^\dagger=1$,
$$iN^\dagger DN=N^\dagger(M^\dagger-M)N=N-N^\dagger .$$
Expanding the jumps gives $G=V^\dagger N^\dagger DNV$, hence $V^\dagger(N-N^\dagger)V=iG$, and
$$-V^\dagger NV=-\tfrac12V^\dagger(N+N^\dagger)V-\tfrac12V^\dagger(N-N^\dagger)V=K-\tfrac i2G .$$
The split is unique: if also $A=K'-\tfrac i2G'$ with $K',G'$ Hermitian, half the sum of $A$ and $A^\dagger$ gives $K'=K$, and $A^\dagger-A=iG'=iG$. For $m=k$, substituting $A$ and $A^\dagger=K+\tfrac i2G$ with $(-i)(-\tfrac i2)=-\tfrac12$ yields
$$-i(A\rho-\rho A^\dagger)+\sum_aJ_a\rho J_a^\dagger=-i[K,\rho]+\sum_aJ_a\rho J_a^\dagger-\tfrac12\{G,\rho\}.$$
For finitely many levels and time-independent $H$, $L_a$, $V$, this lets a simulation propagate $k\times k$ matrices, in the regime where eliminating the excited levels is a valid approximation.

## One level, and a level with gain

The explicit values that follow are worked out directly and are not among the theorems. For $n=m=k=1$, real detuning $H=\Delta$ (transition frequency minus drive frequency), a single jump $L=\sqrt\gamma$ with decay rate $\gamma>0$, and coupling $V=v$,
$$K=-\frac{|v|^2\Delta}{\Delta^2+\gamma^2/4},\qquad G=\frac{\gamma|v|^2}{\Delta^2+\gamma^2/4},$$
the light shift and the Lorentzian scattering rate. Hermiticity of $H$ is needed: for $H=i$, $L=V=1$ one finds $M=i/2$, $N=-2i$, $K=0$, $G=4$, so $A=2i$ whereas $K-\tfrac i2G=-2i$. Here $M^\dagger-M=iD+(H^\dagger-H)$, and the extra term, which describes gain, is not accounted for by $G=V^\dagger N^\dagger DNV$.

## The operators in Lean

The finite types `n`, `m`, `k` label excited, target and lower levels, and `ι` labels the jumps; a one-element `ι` is the single-jump case. The symbol `ᴴ` is $\dagger$ and `I` is $i$.

```lean
import Mathlib

open Matrix Complex

namespace EffectiveLindblad

noncomputable section

variable {n m k ι : Type*} [Fintype n] [DecidableEq n] [Fintype m] [Fintype k] [Fintype ι]
```

`decay` is $\sum_aL_a^\dagger L_a$ for any family, so it serves as both $D$ and $G$. All jumps share the target type `m`.

```lean
/-- Total decay operator `∑ₐ Lₐ† Lₐ` of a family of jump operators. -/
def decay {p : Type*} (L : ι → Matrix m p ℂ) : Matrix p p ℂ := ∑ a, (L a)ᴴ * L a
```

`nhHam H L` is $M$. Applied to $K$ and the $J_a$ it is $K-\tfrac i2G$.

```lean
/-- Non-Hermitian Hamiltonian `M = H - (i/2) ∑ₐ Lₐ† Lₐ`. -/
def nhHam {p : Type*} (H : Matrix p p ℂ) (L : ι → Matrix m p ℂ) : Matrix p p ℂ :=
  H - (I / 2) • decay L
```

$K$ and $J_a$ are defined for an arbitrary matrix `N`; the inverse is inserted only in the theorems.

```lean
/-- Effective Hamiltonian `K = -(1/2) V† (N + N†) V` for a propagator `N` and coupling `V`. -/
def effHam (N : Matrix n n ℂ) (V : Matrix n k ℂ) : Matrix k k ℂ :=
  (-(1 / 2) : ℂ) • (Vᴴ * N * V + Vᴴ * Nᴴ * V)

/-- Effective jump operators `Jₐ = Lₐ N V` for a propagator `N` and coupling `V`. -/
def effJump (L : ι → Matrix m n ℂ) (N : Matrix n n ℂ) (V : Matrix n k ℂ) :
    ι → Matrix m k ℂ := fun a => L a * N * V
```

The Lindblad form takes square jumps, which map the lower levels to themselves.

```lean
/-- Lindblad generator `-i[K, ρ] + ∑ₐ Jₐ ρ Jₐ† - (1/2){∑ₐ Jₐ† Jₐ, ρ}`. -/
def lindblad (K : Matrix k k ℂ) (J : ι → Matrix k k ℂ) (ρ : Matrix k k ℂ) : Matrix k k ℂ :=
  (-I) • (K * ρ - ρ * K) + ∑ a, J a * ρ * (J a)ᴴ
    - (1 / 2 : ℂ) • (decay J * ρ + ρ * decay J)
```

## Adjoints and the inverse

The first two lemmas give $D^\dagger=D$ and the rule $(X-\tfrac i2Y)^\dagger=X+\tfrac i2Y$ for Hermitian $X,Y$ (Lean's `A`, `G`), which is later applied to $M$, to both sides of the uniqueness equation and to $A$.

```lean
/-- The total decay operator is Hermitian. -/
theorem decay_isHermitian {p : Type*} (L : ι → Matrix m p ℂ) : (decay L).IsHermitian := by
  unfold Matrix.IsHermitian decay
  simp [Matrix.conjTranspose_sum, Matrix.conjTranspose_mul]

/-- For Hermitian `A` and `G`, the adjoint of `A - (i/2) G` is `A + (i/2) G`. -/
theorem conjTranspose_split {p : Type*} {A G : Matrix p p ℂ} (hA : A.IsHermitian)
    (hG : G.IsHermitian) : (A - (I / 2) • G)ᴴ = A + (I / 2) • G := by
  have hs : star (I / 2 : ℂ) = -(I / 2) := by
    simp [neg_div]
  rw [Matrix.conjTranspose_sub, Matrix.conjTranspose_smul, hA.eq, hG.eq, hs, neg_smul,
    sub_neg_eq_add]
```

Invertibility enters as `hM : IsUnit (nhHam H L).det`, which over $\mathbb C$ says $\det M\neq0$. Lean sets the inverse of a singular matrix to zero, which would reduce the split to $0=0$, so `hM` is what gives `⁻¹` its meaning. In the proof `hd` is $M^\dagger-M=iD$, `h1` is $MN=1$, `h2` is its adjoint, and the last `rw` multiplies out $N^\dagger(M^\dagger-M)N$.

```lean
/-- For Hermitian `H` and invertible `M`, one has
`M⁻¹ - (M⁻¹)† = i (M⁻¹)† (∑ₐ Lₐ† Lₐ) M⁻¹`. -/
theorem inv_sub_conjTranspose {H : Matrix n n ℂ} (hH : H.IsHermitian) (L : ι → Matrix m n ℂ)
    (hM : IsUnit (nhHam H L).det) :
    (nhHam H L)⁻¹ - ((nhHam H L)⁻¹)ᴴ
      = I • (((nhHam H L)⁻¹)ᴴ * decay L * (nhHam H L)⁻¹) := by
  -- M† - M = i D, with D the decay operator
  have hd : (nhHam H L)ᴴ - nhHam H L = I • decay L := by
    unfold nhHam
    rw [conjTranspose_split hH (decay_isHermitian L)]
    module
  have h1 : nhHam H L * (nhHam H L)⁻¹ = 1 := Matrix.mul_nonsing_inv _ hM
  have h2 : ((nhHam H L)⁻¹)ᴴ * (nhHam H L)ᴴ = 1 := by
    rw [← Matrix.conjTranspose_mul, h1, Matrix.conjTranspose_one]
  -- sandwich it between N† and N
  rw [← Matrix.smul_mul, ← Matrix.mul_smul, ← hd, Matrix.mul_sub, Matrix.sub_mul, h2,
    Matrix.one_mul, Matrix.mul_assoc, h1, Matrix.mul_one]
```

The formula $G=V^\dagger N^\dagger DNV$ and the Hermiticity of $K$ hold for every `N`. Taking the adjoint of $K$ exchanges its two terms, which `add_comm` undoes.

```lean
omit [DecidableEq n] [Fintype k] in
/-- The decay operator of the effective jumps is `V† N† (∑ₐ Lₐ† Lₐ) N V`. -/
theorem decay_effJump (L : ι → Matrix m n ℂ) (N : Matrix n n ℂ) (V : Matrix n k ℂ) :
    decay (effJump L N V) = Vᴴ * (Nᴴ * decay L * N) * V := by
  simp only [decay, effJump, Matrix.conjTranspose_mul, Matrix.mul_sum, Matrix.sum_mul,
    Matrix.mul_assoc]

omit [DecidableEq n] [Fintype k] in
/-- The effective Hamiltonian is Hermitian for every propagator `N` and coupling `V`. -/
theorem effHam_isHermitian (N : Matrix n n ℂ) (V : Matrix n k ℂ) :
    (effHam N V).IsHermitian := by
  have hs : star (-(1 / 2) : ℂ) = -(1 / 2) := by simp
  unfold Matrix.IsHermitian effHam
  rw [Matrix.conjTranspose_smul, hs, Matrix.conjTranspose_add, add_comm]
  simp only [Matrix.conjTranspose_mul, Matrix.conjTranspose_conjTranspose, Matrix.mul_assoc]
```

## Split, uniqueness and Lindblad form

`effective_split` states $-V^\dagger M^{-1}V=K-\tfrac i2G$ for Hermitian $H$, invertible $M$ and any $V$. After `generalize` renames the inverse to `N`, `h3` is $V^\dagger NV-V^\dagger N^\dagger V=iG$, and `linear_combination` checks that the goal is $-\tfrac12$ times this equation.

```lean
omit [Fintype k] in
/-- For Hermitian `H` and invertible `M = H - (i/2) ∑ₐ Lₐ† Lₐ`, the reduced operator splits as
`-V† M⁻¹ V = K - (i/2) ∑ₐ Jₐ† Jₐ` with effective Hamiltonian `K` and jumps `Jₐ = Lₐ M⁻¹ V`. -/
theorem effective_split {H : Matrix n n ℂ} (hH : H.IsHermitian) (L : ι → Matrix m n ℂ)
    (hM : IsUnit (nhHam H L).det) (V : Matrix n k ℂ) :
    -(Vᴴ * (nhHam H L)⁻¹ * V)
      = nhHam (effHam (nhHam H L)⁻¹ V) (effJump L (nhHam H L)⁻¹ V) := by
  have h := inv_sub_conjTranspose hH L hM
  generalize (nhHam H L)⁻¹ = N at h ⊢
  -- V† N V - V† N† V = i G, with G the effective decay operator
  have h3 : Vᴴ * N * V - Vᴴ * Nᴴ * V = I • decay (effJump L N V) := by
    rw [decay_effJump, ← Matrix.sub_mul, ← Matrix.mul_sub, h, Matrix.mul_smul, Matrix.smul_mul]
  unfold nhHam effHam
  linear_combination (norm := module) (-(1 / 2) : ℂ) • h3
```

`effective_split_unique` again assumes Hermitian $H$ and invertible $M$; its Lean variable `G` is $G'$. Equation `e1` equates the two splits and `e2` is its adjoint; their half-sum gives $K'=K$ and their difference `e3` gives $iG'=iG$. What is fixed is the sum $G$, not the individual $J_a$.

```lean
omit [Fintype k] in
/-- The splitting is unique: if `-V† M⁻¹ V = K' - (i/2) G` with `K'` and `G` Hermitian, then
`K'` is the effective Hamiltonian and `G = ∑ₐ Jₐ† Jₐ`. -/
theorem effective_split_unique {H : Matrix n n ℂ} (hH : H.IsHermitian) (L : ι → Matrix m n ℂ)
    (hM : IsUnit (nhHam H L).det) (V : Matrix n k ℂ) {K' G : Matrix k k ℂ}
    (hK : K'.IsHermitian) (hG : G.IsHermitian)
    (hs : -(Vᴴ * (nhHam H L)⁻¹ * V) = K' - (I / 2) • G) :
    K' = effHam (nhHam H L)⁻¹ V ∧ G = decay (effJump L (nhHam H L)⁻¹ V) := by
  have e1 : K' - (I / 2) • G
      = effHam (nhHam H L)⁻¹ V - (I / 2) • decay (effJump L (nhHam H L)⁻¹ V) :=
    hs.symm.trans (effective_split hH L hM V)
  -- compare with the adjoint equation
  have e2 := congrArg Matrix.conjTranspose e1
  rw [conjTranspose_split hK hG,
    conjTranspose_split (effHam_isHermitian _ V) (decay_isHermitian _)] at e2
  constructor
  · linear_combination (norm := module) (1 / 2 : ℂ) • e1 + (1 / 2 : ℂ) • e2
  · have e3 : I • G = I • decay (effJump L (nhHam H L)⁻¹ V) := by
      linear_combination (norm := module) e2 - e1
    exact smul_right_injective _ Complex.I_ne_zero e3
```

`effective_lindblad` is the generator identity for Hermitian $H$, invertible $M$, $m=k$ and any $k\times k$ matrix $\rho$, with no positivity or trace condition on $\rho$. It inserts the split, takes the adjoint, and uses `hI`, the product $i\cdot\tfrac i2=-\tfrac12$, to produce the anticommutator. The statement is algebraic: $A$ and $J_a$ are taken as given, a Hamiltonian of the lower levels themselves is absent, and nothing is said about how well the reduced generator approximates the full dynamics or about the evolution it generates.

```lean
/-- With `A = -V† M⁻¹ V`, the no-jump flow `-i(Aρ - ρA†)` plus the recycling term
`∑ₐ Jₐ ρ Jₐ†` equals the Lindblad generator built from `K` and the `Jₐ`. -/
theorem effective_lindblad {H : Matrix n n ℂ} (hH : H.IsHermitian) (L : ι → Matrix k n ℂ)
    (hM : IsUnit (nhHam H L).det) (V : Matrix n k ℂ) (ρ : Matrix k k ℂ) :
    (-I) • (-(Vᴴ * (nhHam H L)⁻¹ * V) * ρ - ρ * (-(Vᴴ * (nhHam H L)⁻¹ * V))ᴴ)
        + ∑ a, effJump L (nhHam H L)⁻¹ V a * ρ * (effJump L (nhHam H L)⁻¹ V a)ᴴ
      = lindblad (effHam (nhHam H L)⁻¹ V) (effJump L (nhHam H L)⁻¹ V) ρ := by
  rw [effective_split hH L hM V]
  have hK := effHam_isHermitian (nhHam H L)⁻¹ V
  generalize effHam (nhHam H L)⁻¹ V = K at hK ⊢
  generalize effJump L (nhHam H L)⁻¹ V = J
  unfold nhHam lindblad
  rw [conjTranspose_split hK (decay_isHermitian J), Matrix.sub_mul, Matrix.mul_add,
    Matrix.smul_mul, Matrix.mul_smul]
  -- i · i/2 = -1/2 turns the decay into the anticommutator
  have hI : (I * (I / 2)) • (decay J * ρ + ρ * decay J)
      = (-(1 / 2) : ℂ) • (decay J * ρ + ρ * decay J) := by
    congr 1
    linear_combination (1 / 2 : ℂ) * Complex.I_mul_I
  linear_combination (norm := module) hI
```

The single level with $\gamma=1$ satisfies both assumptions for every real $\Delta$, including resonance: $\det M=\Delta-\tfrac i2$ has imaginary part $-\tfrac12$, so `him` contradicts $\det M=0$.

```lean
/-- A single level with real detuning `Δ` and one jump `L = 1` has Hermitian `H` and
invertible `M`. -/
theorem effective_split_witness (Δ : ℝ) :
    (!![(Δ : ℂ)] : Matrix (Fin 1) (Fin 1) ℂ).IsHermitian ∧
      IsUnit (nhHam (!![(Δ : ℂ)] : Matrix (Fin 1) (Fin 1) ℂ)
        (fun _ : Unit => (1 : Matrix (Fin 1) (Fin 1) ℂ))).det := by
  constructor
  · ext i j
    fin_cases i
    fin_cases j
    simp [Matrix.conjTranspose_apply]
  · rw [isUnit_iff_ne_zero, Matrix.det_fin_one]
    intro h
    have him := congrArg Complex.im h
    simp [nhHam, decay] at him

end

end EffectiveLindblad
```

```lean
#print axioms EffectiveLindblad.decay_isHermitian
#print axioms EffectiveLindblad.effective_split_unique
#print axioms EffectiveLindblad.effective_lindblad
```

```
'EffectiveLindblad.decay_isHermitian' depends on axioms: [propext, Classical.choice, Quot.sound]
'EffectiveLindblad.effective_split_unique' depends on axioms: [propext, Classical.choice, Quot.sound]
'EffectiveLindblad.effective_lindblad' depends on axioms: [propext, Classical.choice, Quot.sound]
```
